# Global minimizers of spin-penalized UHF approach the ROHF minimum energy as the penalty grows without bound

## Raising the penalty until the spin is clean

An unrestricted Hartree-Fock (UHF) calculation on a radical often gives a spin-contaminated determinant. One remedy is to add a multiple of the contamination to the energy, minimize, and repeat with a larger multiple until the contamination is negligible. The final UHF energy is then read as the minimum energy of high-spin restricted open-shell Hartree-Fock (ROHF). For real orbitals in a finite basis this reading is correct in the limit, provided that every minimization finds the global minimum.

## Determinants as pairs of density matrices

Take $m$ orthonormal real orbitals, $a$ spin-up and $b$ spin-down electrons, with $b\le a\le m$. A determinant whose occupied orbitals are real combinations of these is described by a pair $(A,B)$ of real symmetric idempotent matrices with traces $a$ and $b$; textbooks often write $P^\alpha,P^\beta$. Its contamination is
$$g(A,B)=\operatorname{tr}B-\operatorname{tr}AB,$$
the excess of $\langle S^2\rangle$ over $s(s+1)$ with $s=(a-b)/2$. The determinant is of high-spin ROHF type when the spin-down occupied space lies inside the spin-up one, that is, when $AB=B$.

## What the theorems say

`penalty_limit` concerns a compact set $K$ and continuous real functions $f$ and $g$, with $g\ge0$ on $K$ and $g=0$ somewhere in it. Let $\mu_n\to\infty$, and let $x_n$ minimize $f+\mu_n g$ over $K$. Then some $z$ minimizes $f$ on the zero set of $g$, and
$$g(x_n)\to0,\qquad \mu_n g(x_n)\to0,\qquad f(x_n)\to f(z).$$

`spin_constrained_uhf_limit` applies this to UHF:

- `uhfSet m a b` is the set of determinants, and `P.1`, `P.2` are $A$, $B$.
- `uhfEnergy h v` is the electronic energy, with one-electron integrals `h p q` and two-electron integrals `v p q r s` in the order $(pq|rs)$. Both arrays may be any real numbers.
- `IsPenaltyMinimizer` means a global minimizer. The penalty strength `μ` is not a chemical potential.

The conclusion is that the contamination tends to zero and the UHF energy tends to the minimum over determinants with $AB=B$. It gives no rate, and the determinants themselves need not converge. The step left to the user is the search: a self-consistent-field iteration may stop at a local minimum or a saddle point, whereas `hx` assumes a global minimizer for each $n$.

## Comparing with the constrained minimizer

The zero set of $g$ in $K$ is compact and nonempty, so $f$ has a minimizer $z$ on it. Let $w$ minimize $f$ on all of $K$. Since $g(z)=0$,
$$f(x_n)+\mu_n g(x_n)\le f(z).$$
Once $\mu_n>0$, this and $f(w)\le f(x_n)$ give
$$0\le g(x_n)\le\frac{f(z)-f(w)}{\mu_n}\to0.$$

The same inequality gives $f(x_n)\le f(z)$. For a lower bound, take $c<f(z)$. The points of $K$ with $f\le c$ form a compact set on which $g>0$. If it is nonempty, $g$ has a positive minimum $\delta$ there; if it is empty, any $\delta>0$ will do. So $g(x)<\delta$ forces $f(x)>c$, which holds at $x_n$ for all large $n$. Hence $f(x_n)\to f(z)$, and $0\le\mu_n g(x_n)\le f(z)-f(x_n)\to0$.

## Why UHF fits the hypotheses

Put $D=B-AB$. Symmetry and idempotency give
$$D^{T}D=(B-BA)(B-AB)=B-2BAB+BA^2B=B-BAB.$$
Since $\operatorname{tr}BAB=\operatorname{tr}AB$, the trace is
$$g(A,B)=\sum_{i,j}D_{ij}^2 .$$
So $g\ge0$, with equality exactly when $AB=B$.

Symmetry and idempotency also give $A_{ii}=\sum_l A_{il}^2\ge A_{ii}^2$, so $A_{ii}\le1$ and $A_{ij}^2\le A_{ii}\le1$. The entries are bounded and the defining equations are closed conditions, so the determinants form a compact set. Energy and contamination are polynomials in the entries, hence continuous. Filling the first $a$ orbitals with spin up and the first $b$ with spin down gives a zero of $g$.

## A one-parameter example with numbers

Let $f(t)=-t$ and $g(t)=t^2$ on $[-1,1]$. The constrained minimum is $f(0)=0$. For $\mu\ge\tfrac12$, setting the derivative $-1+2\mu t$ to zero gives $t=1/(2\mu)$.

| $\mu$ | $t$ | $f$ | $g$ | $\mu g$ |
|---|---|---|---|---|
| 10 | 0.05 | −0.05 | 0.0025 | 0.025 |
| 100 | 0.005 | −0.005 | 0.000025 | 0.0025 |

The violation shrinks but never vanishes. `finite_penalty_not_exact` proves that it is nonzero for every $\mu>0$ in this model.

## The Lean source

```lean
import Mathlib

open Filter Topology Matrix

namespace SpinConstrainedUHF

noncomputable section

/-- The point `x` of `K` minimizes the penalized energy `f + μ g` over `K`. -/
def IsPenaltyMinimizer {X : Type*} (K : Set X) (f g : X → ℝ) (μ : ℝ) (x : X) : Prop :=
  x ∈ K ∧ ∀ y ∈ K, f x + μ * g x ≤ f y + μ * g y

/-- Real square matrices in a basis of `m` orthonormal orbitals. -/
abbrev Mat (m : ℕ) := Matrix (Fin m) (Fin m) ℝ

/-- The density matrix of `k` electrons of one spin in a single determinant:
symmetric, idempotent and of trace `k`. -/
def IsSpinDensity {m : ℕ} (A : Mat m) (k : ℕ) : Prop :=
  Aᵀ = A ∧ A * A = A ∧ A.trace = k

/-- The UHF determinants with `a` spin-up and `b` spin-down electrons, as pairs of
spin density matrices. -/
def uhfSet (m a b : ℕ) : Set (Mat m × Mat m) :=
  {A | IsSpinDensity A a} ×ˢ {B | IsSpinDensity B b}

/-- The UHF energy with one-electron integrals `h p q` and two-electron integrals
`v p q r s` in the order (pq|rs): one-electron, Coulomb and same-spin exchange terms. -/
def uhfEnergy {m : ℕ} (h : Fin m → Fin m → ℝ) (v : Fin m → Fin m → Fin m → Fin m → ℝ)
    (P : Mat m × Mat m) : ℝ :=
  (∑ p, ∑ q, h p q * (P.1 p q + P.2 p q)) +
    1 / 2 * ∑ p, ∑ q, ∑ r, ∑ s, v p q r s *
      ((P.1 p q + P.2 p q) * (P.1 r s + P.2 r s) - P.1 p s * P.1 r q - P.2 p s * P.2 r q)

/-- The number of spin-down electrons minus the trace of the product of the two spin density
matrices. For a determinant with no more spin-down than spin-up electrons, this is the spin
contamination. -/
def contamination {m : ℕ} (P : Mat m × Mat m) : ℝ :=
  P.2.trace - (P.1 * P.2).trace

/-- The density matrix with the first `k` basis orbitals occupied. -/
def fillingDensity (m k : ℕ) : Mat m :=
  Matrix.diagonal fun i => if (i : ℕ) < k then 1 else 0

/-- On a nonempty compact set, continuous `f` and `g` admit a minimizer of the penalized
energy for every penalty strength. -/
theorem exists_penaltyMinimizer {X : Type*} [TopologicalSpace X] {K : Set X} {f g : X → ℝ}
    (hK : IsCompact K) (hne : K.Nonempty) (hf : Continuous f) (hg : Continuous g) (μ : ℝ) :
    ∃ x, IsPenaltyMinimizer K f g μ x := by
  obtain ⟨x, hx, hmin⟩ :=
    hK.exists_isMinOn hne (hf.add (continuous_const.mul hg) : Continuous
      fun x => f x + μ * g x).continuousOn
  exact ⟨x, hx, fun y hy => isMinOn_iff.1 hmin y hy⟩

/-- Let `f` and `g` be continuous, with `g ≥ 0` on a compact set `K`, and let `f` exceed `c` at the
points of `K` where `g` vanishes. Then `f` exceeds `c` at the points of `K` where `g` is small
enough. -/
theorem energy_bound_near_constraint {X : Type*} [TopologicalSpace X] {K : Set X}
    {f g : X → ℝ} (hK : IsCompact K) (hf : Continuous f) (hg : Continuous g)
    (hpos : ∀ x ∈ K, 0 ≤ g x) {c : ℝ} (hc : ∀ x ∈ K, g x = 0 → c < f x) :
    ∃ δ > 0, ∀ x ∈ K, g x < δ → c < f x := by
  have hC : IsCompact (K ∩ {x | f x ≤ c}) :=
    hK.inter_right (isClosed_le hf continuous_const)
  rcases (K ∩ {x | f x ≤ c}).eq_empty_or_nonempty with he | hne
  · refine ⟨1, one_pos, fun x hx _ => ?_⟩
    by_contra hlt
    have hmem : x ∈ K ∩ {x | f x ≤ c} := ⟨hx, not_lt.1 hlt⟩
    rw [he] at hmem
    exact hmem
  · -- the least violation among the points of low energy is the threshold
    obtain ⟨w, ⟨hwK, hwc⟩, hw⟩ := hC.exists_isMinOn hne hg.continuousOn
    have hw0 : g w ≠ 0 := fun h => absurd (hc w hwK h) (not_lt.2 hwc)
    refine ⟨g w, lt_of_le_of_ne (hpos w hwK) hw0.symm, fun x hx hlt => ?_⟩
    by_contra hcx
    exact absurd (isMinOn_iff.1 hw x ⟨hx, not_lt.1 hcx⟩) (not_le.2 hlt)

/-- Let `f` and `g` be continuous, `g ≥ 0` on a compact set and zero somewhere in it. As the
penalty strength grows without bound, the violation `g` and the penalty `μ g` at the penalized
minimizers tend to zero, and `f` tends to its minimum on the zero set of `g`. -/
theorem penalty_limit {X : Type*} [TopologicalSpace X] {K : Set X} {f g : X → ℝ}
    (hK : IsCompact K) (hf : Continuous f) (hg : Continuous g)
    (hpos : ∀ x ∈ K, 0 ≤ g x) (h0 : ∃ y ∈ K, g y = 0)
    {μ : ℕ → ℝ} (hμ : Tendsto μ atTop atTop) {x : ℕ → X}
    (hx : ∀ n, IsPenaltyMinimizer K f g (μ n) (x n)) :
    ∃ z ∈ K, g z = 0 ∧ (∀ y ∈ K, g y = 0 → f z ≤ f y) ∧
      Tendsto (fun n => g (x n)) atTop (𝓝 0) ∧
      Tendsto (fun n => μ n * g (x n)) atTop (𝓝 0) ∧
      Tendsto (fun n => f (x n)) atTop (𝓝 (f z)) := by
  obtain ⟨y₀, hy₀K, hy₀⟩ := h0
  obtain ⟨z, ⟨hzK, hz0'⟩, hz⟩ :=
    (hK.inter_right (isClosed_eq hg continuous_const)).exists_isMinOn
      ⟨y₀, hy₀K, hy₀⟩ hf.continuousOn
  have hz0 : g z = 0 := hz0'
  have hmin : ∀ y ∈ K, g y = 0 → f z ≤ f y := fun y hy h => isMinOn_iff.1 hz y ⟨hy, h⟩
  -- the penalized minimum does not exceed the constrained minimum
  have hub : ∀ n, f (x n) + μ n * g (x n) ≤ f z := fun n => by
    have h := (hx n).2 z hzK
    rwa [hz0, mul_zero, add_zero] at h
  obtain ⟨w, -, hw⟩ := hK.exists_isMinOn ⟨z, hzK⟩ hf.continuousOn
  have hgt : Tendsto (fun n => g (x n)) atTop (𝓝 0) := by
    have hb : Tendsto (fun n => (f z - f w) / μ n) atTop (𝓝 0) :=
      tendsto_const_nhds.div_atTop hμ
    refine squeeze_zero' (Eventually.of_forall fun n => hpos _ (hx n).1) ?_ hb
    filter_upwards [hμ.eventually_gt_atTop 0] with n hn
    rw [le_div_iff₀ hn]
    linarith [hub n, isMinOn_iff.1 hw _ (hx n).1]
  have hft : Tendsto (fun n => f (x n)) atTop (𝓝 (f z)) := by
    refine tendsto_order.2 ⟨fun c hc => ?_, fun c hc => ?_⟩
    · obtain ⟨δ, hδ, hgap⟩ := energy_bound_near_constraint hK hf hg hpos
        (fun y hy h => lt_of_lt_of_le hc (hmin y hy h))
      filter_upwards [hgt.eventually_lt_const hδ] with n hn
      exact hgap _ (hx n).1 hn
    · filter_upwards [hμ.eventually_gt_atTop 0] with n hn
      linarith [hub n, mul_nonneg hn.le (hpos _ (hx n).1)]
  refine ⟨z, hzK, hz0, hmin, hgt, ?_, hft⟩
  have hd : Tendsto (fun n => f z - f (x n)) atTop (𝓝 0) := by
    simpa using (tendsto_const_nhds (x := f z)).sub hft
  refine squeeze_zero' ?_ (Eventually.of_forall fun n => by linarith [hub n]) hd
  filter_upwards [hμ.eventually_gt_atTop 0] with n hn
  exact mul_nonneg hn.le (hpos _ (hx n).1)

/-- For a UHF determinant with spin densities `A` and `B`, `contamination` is the sum of the squared
entries of `B - A B`. -/
theorem contamination_eq_sum_sq {m a b : ℕ} {P : Mat m × Mat m} (hP : P ∈ uhfSet m a b) :
    contamination P = ∑ i, ∑ j, ((P.2 - P.1 * P.2) i j) ^ 2 := by
  obtain ⟨A, B⟩ := P
  have hA : IsSpinDensity A a := hP.1
  have hB : IsSpinDensity B b := hP.2
  change B.trace - (A * B).trace = ∑ i, ∑ j, ((B - A * B) i j) ^ 2
  have s : ∀ M : Mat m, (Mᵀ * M).trace = ∑ i, ∑ j, (M i j) ^ 2 := by
    intro M
    simp only [Matrix.trace, Matrix.diag_apply, Matrix.mul_apply, Matrix.transpose_apply, sq]
    exact Finset.sum_comm
  have e : (B - A * B)ᵀ * (B - A * B) = B - B * A * B := by
    rw [Matrix.transpose_sub, Matrix.transpose_mul, hA.1, hB.1]
    calc (B - B * A) * (B - A * B)
        = B * B - B * A * B - B * A * B + B * (A * A) * B := by noncomm_ring
      _ = B - B * A * B := by rw [hA.2.1, hB.2.1]; abel
  have t : (B * A * B).trace = (A * B).trace := by
    rw [Matrix.trace_mul_comm, ← mul_assoc, hB.2.1, Matrix.trace_mul_comm]
  rw [← s, e, Matrix.trace_sub, t]

/-- For a UHF determinant with spin densities `A` and `B`, `contamination` is zero exactly when the
spin-down occupied space lies in the spin-up occupied space, `A B = B`. -/
theorem contamination_eq_zero_iff {m a b : ℕ} {P : Mat m × Mat m} (hP : P ∈ uhfSet m a b) :
    contamination P = 0 ↔ P.1 * P.2 = P.2 := by
  rw [contamination_eq_sum_sq hP]
  constructor
  · intro h
    ext i j
    have h1 := (Finset.sum_eq_zero_iff_of_nonneg
      (fun i _ => Finset.sum_nonneg fun j _ => sq_nonneg _)).1 h i (Finset.mem_univ i)
    have h2 := (Finset.sum_eq_zero_iff_of_nonneg
      (fun j _ => sq_nonneg _)).1 h1 j (Finset.mem_univ j)
    have h3 := (pow_eq_zero_iff two_ne_zero).1 h2
    rw [Matrix.sub_apply] at h3
    linarith
  · intro h
    simp [h]

/-- The density matrices of `k` electrons of one spin form a compact set. -/
theorem isCompact_spinDensity (m k : ℕ) : IsCompact {A : Mat m | IsSpinDensity A k} := by
  have h1 : IsClosed {A : Mat m | Aᵀ = A} :=
    isClosed_eq continuous_id.matrix_transpose continuous_id
  have h2 : IsClosed {A : Mat m | A * A = A} :=
    isClosed_eq (continuous_id.matrix_mul continuous_id) continuous_id
  have h3 : IsClosed {A : Mat m | A.trace = k} :=
    isClosed_eq continuous_id.matrix_trace continuous_const
  have hbox : IsCompact (Set.univ.pi fun _ : Fin m => Set.univ.pi fun _ : Fin m =>
      Set.Icc (-1 : ℝ) 1) :=
    isCompact_univ_pi fun _ => isCompact_univ_pi fun _ => isCompact_Icc
  have hc : Continuous (fun F : Fin m → Fin m → ℝ => (Matrix.of F : Mat m)) :=
    continuous_matrix fun i j => continuous_apply_apply i j
  refine (hbox.image hc).of_isClosed_subset (h1.inter (h2.inter h3)) ?_
  rintro A ⟨hT, hI, -⟩
  refine ⟨fun i j => A i j, ?_, rfl⟩
  intro i _ j _
  -- symmetry and idempotency make each diagonal entry the squared norm of its row
  have hd : A i i = ∑ l, A i l ^ 2 := by
    have h := congrFun (congrFun hI i) i
    rw [Matrix.mul_apply] at h
    refine h.symm.trans (Finset.sum_congr rfl fun l _ => ?_)
    have hs : A l i = A i l := congrFun (congrFun hT i) l
    rw [hs, sq]
  have key : ∀ l, A i l ^ 2 ≤ A i i := fun l => by
    rw [hd]
    exact Finset.single_le_sum (f := fun l => A i l ^ 2)
      (fun l _ => sq_nonneg (A i l)) (Finset.mem_univ l)
  have hi := key i
  have hj := key j
  have hone : A i i ≤ 1 := by nlinarith
  change A i j ∈ Set.Icc (-1 : ℝ) 1
  exact ⟨by nlinarith, by nlinarith⟩

/-- With `b ≤ a ≤ m`, filling the first `a` orbitals with spin up and the first `b` with
spin down gives an ROHF determinant. -/
theorem filling_is_rohf {m a b : ℕ} (hba : b ≤ a) (ham : a ≤ m) :
    (fillingDensity m a, fillingDensity m b) ∈ uhfSet m a b ∧
      fillingDensity m a * fillingDensity m b = fillingDensity m b := by
  have hmul : ∀ k l, l ≤ k →
      fillingDensity m k * fillingDensity m l = fillingDensity m l := by
    intro k l hlk
    unfold fillingDensity
    rw [Matrix.diagonal_mul_diagonal]
    congr 1
    funext i
    split_ifs <;> first | omega | norm_num
  have hden : ∀ k, k ≤ m → IsSpinDensity (fillingDensity m k) k := by
    intro k hk
    refine ⟨Matrix.diagonal_transpose _, hmul k k le_rfl, ?_⟩
    have hr : (Finset.range m).filter (fun i => i < k) = Finset.range k := by
      ext i
      simp only [Finset.mem_filter, Finset.mem_range]
      omega
    rw [fillingDensity, Matrix.trace_diagonal,
      Fin.sum_univ_eq_sum_range (fun i => if i < k then (1 : ℝ) else 0) m,
      Finset.sum_boole, hr, Finset.card_range]
  exact ⟨⟨hden a ham, hden b (hba.trans ham)⟩, hmul a b hba⟩

/-- Let `b ≤ a ≤ m` and let each `x n` minimize the UHF energy plus `μ n` times the spin
contamination. As `μ n` grows without bound, the contamination tends to zero and the UHF
energy tends to the minimum ROHF energy. -/
theorem spin_constrained_uhf_limit {m a b : ℕ} (hba : b ≤ a) (ham : a ≤ m)
    (h : Fin m → Fin m → ℝ) (v : Fin m → Fin m → Fin m → Fin m → ℝ)
    {μ : ℕ → ℝ} (hμ : Tendsto μ atTop atTop) {x : ℕ → Mat m × Mat m}
    (hx : ∀ n, IsPenaltyMinimizer (uhfSet m a b) (uhfEnergy h v) contamination (μ n) (x n)) :
    ∃ z ∈ uhfSet m a b, z.1 * z.2 = z.2 ∧
      (∀ y ∈ uhfSet m a b, y.1 * y.2 = y.2 → uhfEnergy h v z ≤ uhfEnergy h v y) ∧
      Tendsto (fun n => contamination (x n)) atTop (𝓝 0) ∧
      Tendsto (fun n => uhfEnergy h v (x n)) atTop (𝓝 (uhfEnergy h v z)) := by
  have hα : ∀ p q, Continuous fun P : Mat m × Mat m => P.1 p q :=
    fun p q => continuous_fst.matrix_elem p q
  have hβ : ∀ p q, Continuous fun P : Mat m × Mat m => P.2 p q :=
    fun p q => continuous_snd.matrix_elem p q
  have hE : Continuous (uhfEnergy h v) := by
    unfold uhfEnergy
    refine Continuous.add
      (continuous_finsetSum _ fun p _ => continuous_finsetSum _ fun q _ =>
        continuous_const.mul ((hα p q).add (hβ p q)))
      (continuous_const.mul
        (continuous_finsetSum _ fun p _ => continuous_finsetSum _ fun q _ =>
          continuous_finsetSum _ fun r _ => continuous_finsetSum _ fun s _ =>
            continuous_const.mul ?_))
    exact ((((hα p q).add (hβ p q)).mul ((hα r s).add (hβ r s))).sub
      ((hα p s).mul (hα r q))).sub ((hβ p s).mul (hβ r q))
  have hS : Continuous (contamination (m := m)) :=
    continuous_snd.matrix_trace.sub (continuous_fst.matrix_mul continuous_snd).matrix_trace
  have hpos : ∀ P ∈ uhfSet m a b, 0 ≤ contamination P := fun P hP => by
    rw [contamination_eq_sum_sq hP]
    exact Finset.sum_nonneg fun i _ => Finset.sum_nonneg fun j _ => sq_nonneg _
  obtain ⟨hmem, hro⟩ := filling_is_rohf hba ham
  obtain ⟨z, hz, hz0, hmin, hg, -, hf⟩ := penalty_limit
    ((isCompact_spinDensity m a).prod (isCompact_spinDensity m b)) hE hS hpos
    ⟨_, hmem, (contamination_eq_zero_iff hmem).2 hro⟩ hμ hx
  exact ⟨z, hz, (contamination_eq_zero_iff hz).1 hz0,
    fun y hy hy0 => hmin y hy ((contamination_eq_zero_iff hy).2 hy0), hg, hf⟩

/-- In the model with energy `-t` and constraint function `t ^ 2` on the interval from -1 to 1,
the penalized minimizer violates the constraint at every finite positive penalty strength. -/
theorem finite_penalty_not_exact {μ t : ℝ} (hμ : 0 < μ)
    (ht : IsPenaltyMinimizer (Set.Icc (-1 : ℝ) 1) (fun s => -s) (fun s => s ^ 2) μ t) :
    0 < t ^ 2 := by
  have hne : t ≠ 0 := by
    rintro rfl
    -- a small positive displacement lowers the penalized energy
    obtain ⟨y, hy0, hy1⟩ : ∃ y : ℝ, 0 < y ∧ y * (1 + μ) = 1 :=
      ⟨1 / (1 + μ), by positivity, by field_simp⟩
    have hyle : y ≤ 1 := by linarith [mul_pos hy0 hμ]
    have hcmp : -(0 : ℝ) + μ * 0 ^ 2 ≤ -y + μ * y ^ 2 := ht.2 y ⟨by linarith, hyle⟩
    have e : μ * y ^ 2 = y - y ^ 2 := by linear_combination y * hy1
    have hsq : 0 < y ^ 2 := by positivity
    linarith
  positivity

end

end SpinConstrainedUHF
```

```lean
#print axioms SpinConstrainedUHF.exists_penaltyMinimizer
#print axioms SpinConstrainedUHF.spin_constrained_uhf_limit
#print axioms SpinConstrainedUHF.finite_penalty_not_exact
```

```
'SpinConstrainedUHF.exists_penaltyMinimizer' depends on axioms: [propext, Classical.choice, Quot.sound]
'SpinConstrainedUHF.spin_constrained_uhf_limit' depends on axioms: [propext, Classical.choice, Quot.sound]
'SpinConstrainedUHF.finite_penalty_not_exact' depends on axioms: [propext, Classical.choice, Quot.sound]
```

## From the inequalities to the Lean proof

`exists_penaltyMinimizer` supplies minimizers for continuous $f$ and $g$ on any nonempty compact set. `energy_bound_near_constraint` is the $\delta$ argument, split by `rcases` into the empty and nonempty cases.

In `penalty_limit`, `hub` is the comparison with $z$. The lemma `squeeze_zero'` turns the bounds on $g(x_n)$ and $\mu_n g(x_n)$ into limits, and `tendsto_order` splits the energy limit into its lower and upper halves. The `filter_upwards` steps restrict to large $n$, where $\mu_n>0$ or $g(x_n)<\delta$.

In `contamination_eq_sum_sq`, `s` writes $\operatorname{tr}M^TM$ as a sum of squares, `e` computes $D^TD$, and `t` is the cyclic trace step. `contamination_eq_zero_iff` then makes each square vanish. `isCompact_spinDensity` places the density matrices as a closed subset in the image of a box with entries in $[-1,1]$; `hd` and `key` are the row-norm bounds. `filling_is_rohf` multiplies diagonal matrices and counts occupied orbitals. The UHF theorem checks continuity and combines these results.

For the one-parameter model, the proof supposes $t=0$ and tries $y=1/(1+\mu)$. The penalized energy there is $-y+\mu y^2=-y^2<0$, which contradicts minimality.
